# At an eigenvalue E of a Hermitian H, the adjugate of E·1 − H is the slope of det(x·1 − H) at E times the products c_r c_s* of a normalised orbital

Take two identical sites, numbered 0 and 1, with on-site energy α and a real coupling β ≠ 0. The Hamiltonian and its characteristic polynomial are

H = [[α, β], [β, α]]

P(x) = (x − α)² − β²

At the root E = α + β the slope is P′(E) = 2β. The secular matrix and its adjugate (the transposed matrix of cofactors) are

E·1 − H = [[β, −β], [−β, β]]

adj(E·1 − H) = [[β, β], [β, β]]

Dividing the adjugate by 2β gives 1/2 in every entry. These are the products c_r c_s for the orbital c = (1, 1)/√2. At E = α − β the slope is −2β, and dividing the adjugate there by −2β gives 1/2 on the diagonal and −1/2 off it, as it should for (1, −1)/√2. No eigenvector was solved for.

## Orbital products from cofactors

Let H be a Hermitian matrix with characteristic polynomial P(x) = det(x·1 − H), and let c be a unit vector with Hc = Ec. For all sites r and s,

c_r c_s* P′(E) = [adj(E·1 − H)]_rs

For real symmetric H and real c the star disappears. If E is a simple root, then P′(E) ≠ 0 and one can divide. On the diagonal this gives, for real symmetric H and real c,

c_r² = P_r(E) / P′(E)

where P_r is the characteristic polynomial of H with row and column r deleted. At a repeated root both sides of the first identity are zero, and it says nothing about c.

## Site weights and bond orders in a Hückel code

In a finite, non-interacting tight-binding model, the Green's function is adj(z·1 − H)/P(z). Its residue at a simple level E is adj(E·1 − H)/P′(E), so the identity turns pole strengths into orbital weights and density-matrix elements.

Take butadiene as a chain of sites 0 to 3, with on-site energy zero and nearest-neighbour coupling t ≠ 0. Then

P(x) = x⁴ − 3t²x² + t⁴

P′(x) = 4x³ − 6t²x

Deleting site 0 leaves a three-site chain with polynomial x³ − 2t²x, so

c_0² = (E² − 2t²) / (4E² − 6t²)

For E = 1.618t this is 0.138. The (0,1) entry of the adjugate is t(E² − t²), which gives

c_0 c_1 = t(E² − t²) / (4E³ − 6t²E) = 0.224

The level E = 0.618t gives the same product. With t < 0 these are the two lowest levels; with two electrons in each, the π-bond order between sites 0 and 1 is 4 × 0.2236 = 0.894.

For a general chain, deleting site r splits the determinant into a left and a right factor. A code can evaluate both by three-term recurrences and needs only E and P′(E) besides. To recover the vector itself, it fixes the sign of one nonzero coefficient c_r and divides the products c_s c_r by it.

## From the secular determinant to the projector

Write S(x) = x·1 − H, A(x) = adj S(x), A = A(E) and p = P′(E).

**The slope is a trace.** Expand P(x) = det S(x) over permutations and differentiate. In each term the derivative acts on one row i at a time, and row i of S(x) has derivative e_i, the unit vector on site i. For fixed i the terms add up to the determinant with row i replaced by e_i, which is the diagonal cofactor A_ii(x). Hence

P′(x) = tr A(x)

**The adjugate acts on an eigenvector.** From Hc = Ec follows S(x)c = (x − E)c. Multiply by A(x) and use A(x)S(x) = P(x)·1:

P(x)c = (x − E)A(x)c

Differentiate:

P′(x)c = A(x)c + (x − E)A′(x)c

At x = E this is Ac = pc. The argument also holds for c = 0.

**The adjugate squares to a multiple of itself.** Since c is a unit vector, E = c†Hc = (Hc)†c = E*, so E is real and A is Hermitian. Since S(E)c = 0 with c ≠ 0, P(E) = 0. Then S(E)A = P(E)·1 = 0, so HA = EA, and every column v of A satisfies Hv = Ev. By the previous step Av = pv for each column, which means

A² = pA

**The remainder vanishes.** Let K = cc†, with entries c_r c_s*. Then K† = K, K² = K and tr K = 1. Also AK = pK, and since p = tr A is real, the adjoint gives KA = pK. Put B = A − pK. Then

B² = A² − pAK − pKA + p²K² = pA − p²K = pB

tr B = p − p = 0

B is Hermitian, so the sum of all |B_rs|² is tr(B†B) = tr(B²) = p tr B = 0. Therefore B = 0 and A = pK, which is the identity.

**Deleting a site.** The diagonal entry A_rr is the determinant of S(E) without row and column r, with sign (−1)^(2r) = 1. That determinant is P_r(E).

## The Lean file

```lean
import Mathlib

open Matrix Polynomial
open scoped ComplexOrder

namespace OrbitalCoefficients

noncomputable section

variable {𝕜 : Type*} [RCLike 𝕜] {n : Type*} [Fintype n] [DecidableEq n]

/-- The secular matrix `E·1 - H` of a Hamiltonian `H` at the energy `E`. -/
def secular {m : Type*} [DecidableEq m] (H : Matrix m m 𝕜) (E : 𝕜) : Matrix m m 𝕜 :=
  E • (1 : Matrix m m 𝕜) - H

/-- The matrix `|c⟩⟨c|` of an orbital, with entries `c_r conj(c_s)`. -/
def projector {m : Type*} (c : m → 𝕜) : Matrix m m 𝕜 :=
  Matrix.of fun r s => c r * star (c s)

/-- Setting the variable of the characteristic matrix to `E` gives the secular matrix. -/
theorem eval_charmatrix (H : Matrix n n 𝕜) (E : 𝕜) :
    (evalRingHom E).mapMatrix H.charmatrix = secular H E := by
  ext i j
  by_cases h : i = j
  · subst h
    simp [secular, Matrix.charmatrix_apply_eq]
  · simp [secular, Matrix.charmatrix_apply_ne _ _ _ h, Matrix.one_apply_ne h]

/-- The characteristic polynomial at `E` is the secular determinant. -/
theorem eval_charpoly_eq_det (H : Matrix n n 𝕜) (E : 𝕜) :
    H.charpoly.eval E = (secular H E).det := by
  rw [← eval_charmatrix, ← RingHom.map_det]
  rfl

/-- The slope of the characteristic polynomial at `E` is the trace of the adjugate of the
secular matrix. -/
theorem eval_derivative_eq_trace (H : Matrix n n 𝕜) (E : 𝕜) :
    (derivative H.charpoly).eval E = (secular H E).adjugate.trace := by
  have hd : ∀ i j, derivative (H.charmatrix i j) = (Pi.single i 1 : n → 𝕜[X]) j := by
    intro i j
    by_cases h : i = j
    · subst h
      simp [Matrix.charmatrix_apply_eq]
    · rw [Matrix.charmatrix_apply_ne _ _ _ h, Pi.single_eq_of_ne (Ne.symm h)]
      simp
  -- a diagonal cofactor is the determinant with one row differentiated
  have hrow : ∀ i, H.charmatrix.adjugate i i = ∑ σ : Equiv.Perm n,
      ((Equiv.Perm.sign σ : ℤ) : 𝕜[X]) * ((∏ k ∈ Finset.univ.erase i, H.charmatrix k (σ k)) *
        derivative (H.charmatrix i (σ i))) := by
    intro i
    rw [Matrix.adjugate_apply, ← Matrix.det_transpose, Matrix.det_apply']
    refine Finset.sum_congr rfl fun σ _ => ?_
    congr 1
    rw [← Finset.prod_erase_mul _ _ (Finset.mem_univ i), hd]
    congr 1
    · refine Finset.prod_congr rfl fun k hk => ?_
      rw [Matrix.transpose_apply, Matrix.updateRow_ne (Finset.ne_of_mem_erase hk)]
    · rw [Matrix.transpose_apply, Matrix.updateRow_self]
  have key : derivative H.charpoly = H.charmatrix.adjugate.trace := by
    rw [Matrix.charpoly, ← Matrix.det_transpose, Matrix.det_apply', derivative_sum, Matrix.trace]
    simp only [Matrix.diag_apply, hrow]
    rw [Finset.sum_comm]
    refine Finset.sum_congr rfl fun σ _ => ?_
    rw [derivative_intCast_mul, derivative_prod_finset, Finset.mul_sum]
    simp only [Matrix.transpose_apply]
  rw [key, ← eval_charmatrix, ← RingHom.map_adjugate]
  simp [Matrix.trace, Polynomial.eval_finsetSum]

/-- If `H c = E c`, the adjugate of the secular matrix multiplies `c` by `P'(E)`, where `P` is
the characteristic polynomial of `H`. -/
theorem adjugate_mulVec (H : Matrix n n 𝕜) (E : 𝕜) (c : n → 𝕜) (hc : H *ᵥ c = E • c) :
    (secular H E).adjugate *ᵥ c = (derivative H.charpoly).eval E • c := by
  -- the eigenvalue equation with a free energy variable: (x - H) c = (x - E) c
  have h1 : H.charmatrix *ᵥ (fun i => C (c i)) = (X - C E) • (fun i => C (c i)) := by
    funext i
    have hi : ∑ j, H i j * c j = E * c i := congrFun hc i
    have hC : ∑ j, C (H i j) * C (c j) = C E * C (c i) := by
      rw [← C_mul, ← hi, map_sum]
      simp only [C_mul]
    simp only [Matrix.mulVec, dotProduct, Matrix.charmatrix_apply, Matrix.diagonal_apply,
      sub_mul, Finset.sum_sub_distrib, ite_mul, zero_mul, Finset.sum_ite_eq, Finset.mem_univ,
      if_true, hC, Pi.smul_apply, smul_eq_mul]
  have h2 := congrArg (fun v => H.charmatrix.adjugate *ᵥ v) h1
  simp only [Matrix.mulVec_mulVec, Matrix.adjugate_mul, Matrix.mulVec_smul,
    Matrix.smul_mulVec, Matrix.one_mulVec] at h2
  funext i
  have h3 : H.charpoly * C (c i)
      = (X - C E) * (H.charmatrix.adjugate *ᵥ (fun i => C (c i))) i := congrFun h2 i
  -- differentiate and set x = E
  have h4 := congrArg (fun p => (derivative p).eval E) h3
  simp only [derivative_mul, derivative_C, mul_zero, add_zero, derivative_sub, derivative_X,
    sub_zero, one_mul, eval_mul, eval_add, eval_C, eval_sub, eval_X, sub_self, zero_mul] at h4
  rw [Pi.smul_apply, smul_eq_mul, h4, ← eval_charmatrix, ← RingHom.map_adjugate]
  simp [Matrix.mulVec, dotProduct, Polynomial.eval_finsetSum]

/-- At a root `E` of the characteristic polynomial, every column of the adjugate of the secular
matrix solves the secular equations. -/
theorem mul_adjugate_secular (H : Matrix n n 𝕜) (E : 𝕜) (hE : H.charpoly.eval E = 0) :
    H * (secular H E).adjugate = E • (secular H E).adjugate := by
  have e : ∀ A, secular H E * A = E • A - H * A := fun A => by
    rw [secular, sub_mul, smul_mul_assoc, one_mul]
  have h := Matrix.mul_adjugate (secular H E)
  rw [← eval_charpoly_eq_det, hE, zero_smul, e] at h
  exact (sub_eq_zero.mp h).symm

omit [DecidableEq n] in
/-- If `M c = p c`, then `M |c⟩⟨c| = p |c⟩⟨c|`. -/
theorem mul_projector (M : Matrix n n 𝕜) (p : 𝕜) (c : n → 𝕜) (h : M *ᵥ c = p • c) :
    M * projector c = p • projector c := by
  ext i j
  have hi : ∑ k, M i k * c k = p * c i := congrFun h i
  change ∑ k, M i k * (c k * star (c j)) = p * (c i * star (c j))
  rw [← mul_assoc, ← hi, Finset.sum_mul]
  exact Finset.sum_congr rfl fun k _ => by ring

omit [DecidableEq n] in
/-- A Hermitian matrix `A` with `A² = p A` and trace `p`, which multiplies a unit vector `c`
by `p`, equals `p |c⟩⟨c|`. -/
theorem eq_smul_projector (A : Matrix n n 𝕜) (p : 𝕜) (c : n → 𝕜) (hA : Aᴴ = A)
    (hAA : A * A = p • A) (ht : A.trace = p) (hc : A *ᵥ c = p • c) (hn : star c ⬝ᵥ c = 1) :
    A = p • projector c := by
  have hn' : ∑ k, star (c k) * c k = 1 := hn
  have hp : star p = p := by rw [← ht, ← Matrix.trace_conjTranspose, hA]
  have hK : (projector c)ᴴ = projector c := by
    ext i j
    simp [projector, mul_comm]
  have hAK := mul_projector A p c hc
  have hKA : projector c * A = p • projector c := by
    have h := congrArg Matrix.conjTranspose hAK
    rwa [Matrix.conjTranspose_mul, Matrix.conjTranspose_smul, hK, hA, hp] at h
  have hKK : projector c * projector c = projector c := by
    have h : projector c *ᵥ c = (1 : 𝕜) • c := by
      funext i
      change ∑ k, c i * star (c k) * c k = 1 * c i
      simp only [mul_assoc]
      rw [← Finset.mul_sum, hn', mul_one, one_mul]
    rw [mul_projector _ 1 c h, one_smul]
  have hKt : (projector c).trace = 1 :=
    (Finset.sum_congr rfl fun k _ => mul_comm (c k) (star (c k))).trans hn'
  -- the remainder B is Hermitian with B² = p B and zero trace, so it vanishes
  have hB : (A - p • projector c)ᴴ = A - p • projector c := by
    rw [Matrix.conjTranspose_sub, Matrix.conjTranspose_smul, hK, hA, hp]
  have hBB : (A - p • projector c) * (A - p • projector c) = p • (A - p • projector c) := by
    simp only [sub_mul, mul_sub, smul_mul_assoc, mul_smul_comm, hAA, hAK, hKA, hKK]
    module
  refine sub_eq_zero.mp (Matrix.trace_conjTranspose_mul_self_eq_zero_iff.mp ?_)
  rw [hB, hBB, Matrix.trace_smul, Matrix.trace_sub, Matrix.trace_smul, ht, hKt]
  simp

/-- For a Hermitian `H` with characteristic polynomial `P` and a unit vector `c` with
`H c = E c`, the product `c_r conj(c_s) P'(E)` is the `(r,s)` entry of the adjugate of
`E·1 - H`. -/
theorem coefficients_hermitian (H : Matrix n n 𝕜) (hH : H.IsHermitian) (E : 𝕜) (c : n → 𝕜)
    (hc : H *ᵥ c = E • c) (hn : star c ⬝ᵥ c = 1) (r s : n) :
    c r * star (c s) * (derivative H.charpoly).eval E = (secular H E).adjugate r s := by
  -- the energy is real
  have hE : star c ⬝ᵥ (H *ᵥ c) = E := by
    rw [hc, dotProduct_smul, hn, smul_eq_mul, mul_one]
  have hE' : star (H *ᵥ c) ⬝ᵥ c = star E := by
    rw [hc, star_smul, smul_dotProduct, hn, smul_eq_mul, mul_one]
  rw [Matrix.star_mulVec, hH.eq, ← Matrix.dotProduct_mulVec, hE] at hE'
  have hA : (secular H E).adjugateᴴ = (secular H E).adjugate := by
    rw [Matrix.adjugate_conjTranspose]
    congr 1
    rw [secular, Matrix.conjTranspose_sub, Matrix.conjTranspose_smul,
      Matrix.conjTranspose_one, hH.eq, ← hE']
  -- the energy is a root of the characteristic polynomial
  have hroot : H.charpoly.eval E = 0 := by
    rw [eval_charpoly_eq_det]
    refine Matrix.exists_mulVec_eq_zero_iff.mp ⟨c, ?_, ?_⟩
    · intro h
      simp [h] at hn
    · rw [secular, Matrix.sub_mulVec, Matrix.smul_mulVec, Matrix.one_mulVec, hc, sub_self]
  have hm := mul_adjugate_secular H E hroot
  have hAA : (secular H E).adjugate * (secular H E).adjugate
      = (derivative H.charpoly).eval E • (secular H E).adjugate := by
    ext i j
    exact congrFun (adjugate_mulVec H E (fun k => (secular H E).adjugate k j)
      (funext fun k => congrFun (congrFun hm k) j)) i
  have h := eq_smul_projector _ _ c hA hAA (eval_derivative_eq_trace H E).symm
    (adjugate_mulVec H E c hc) hn
  have hrs := congrFun (congrFun h r) s
  rw [hrs]
  exact mul_comm _ _

/-- For a real symmetric `H` with characteristic polynomial `P` and a real unit vector `c` with
`H c = E c`, the product `c_r c_s P'(E)` is the `(r,s)` entry of the adjugate of `E·1 - H`. -/
theorem coefficients_real (H : Matrix n n ℝ) (hH : H.IsSymm) (E : ℝ) (c : n → ℝ)
    (hc : H *ᵥ c = E • c) (hn : c ⬝ᵥ c = 1) (r s : n) :
    c r * c s * (derivative H.charpoly).eval E = (secular H E).adjugate r s := by
  have hH' : H.IsHermitian := by
    rw [Matrix.IsHermitian, Matrix.conjTranspose_eq_transpose_of_trivial]
    exact hH
  have h := coefficients_hermitian H hH' E c hc (by rwa [star_trivial]) r s
  rwa [star_trivial] at h

/-- For a real symmetric `H` and a real unit eigenvector `c` whose energy `E` is a simple root of
the characteristic polynomial `P`, the weight `c_r²` on site `r` is the characteristic polynomial
of `H` with site `r` deleted, taken at `E`, divided by `P'(E)`. -/
theorem site_weight {m : ℕ} (H : Matrix (Fin (m + 1)) (Fin (m + 1)) ℝ) (hH : H.IsSymm)
    (E : ℝ) (c : Fin (m + 1) → ℝ) (hc : H *ᵥ c = E • c) (hn : c ⬝ᵥ c = 1)
    (hE : (derivative H.charpoly).eval E ≠ 0) (r : Fin (m + 1)) :
    c r ^ 2 = (H.submatrix r.succAbove r.succAbove).charpoly.eval E
      / (derivative H.charpoly).eval E := by
  have hs : (secular H E).submatrix r.succAbove r.succAbove
      = secular (H.submatrix r.succAbove r.succAbove) E := by
    ext i j
    simp [secular, Matrix.one_apply]
  rw [eq_div_iff hE, pow_two, coefficients_real H hH E c hc hn r r,
    Matrix.adjugate_fin_succ_eq_det_submatrix, Even.neg_one_pow ⟨(r : ℕ), rfl⟩, one_mul, hs,
    eval_charpoly_eq_det]

end

end OrbitalCoefficients
```

```lean
#print axioms OrbitalCoefficients.coefficients_hermitian
#print axioms OrbitalCoefficients.site_weight
```

```
'OrbitalCoefficients.coefficients_hermitian' depends on axioms: [propext, Classical.choice, Quot.sound]
'OrbitalCoefficients.site_weight' depends on axioms: [propext, Classical.choice, Quot.sound]
```

## How the lemmas carry the derivation

`eval_charmatrix` and `eval_charpoly_eq_det` connect Mathlib's matrix of polynomials x·1 − H with the numerical matrix at x = E. In `eval_derivative_eq_trace`, `hd` differentiates a row, `hrow` expands a diagonal cofactor over permutations, and `key` exchanges the two sums.

`adjugate_mulVec` keeps the energy as a polynomial variable: `h1` is S(x)c = (x − E)c, `h3` is the equation after multiplication by the adjugate, and `h4` is its derivative at E. `mul_adjugate_secular` gives HA = EA.

`mul_projector` and `eq_smul_projector` contain the matrix algebra for K and B. There `hBB` is B² = pB, and the last lines use the fact that tr(B†B) = 0 forces B = 0. `coefficients_hermitian` proves that E is real and a root, obtains A² = pA by applying `adjugate_mulVec` to each column, and combines the results. `coefficients_real` specialises to real matrices, and `site_weight` adds the cofactor formula and the division.

## What the theorems say about a computed orbital

In `coefficients_hermitian`, `𝕜` is the real or complex numbers and `n` is a finite set of sites. The hypothesis `H *ᵥ c = E • c` is the eigenvalue equation, and `star c ⬝ᵥ c = 1` is normalisation. `E` may be complex by type; its reality is derived. Simplicity of the root is not assumed. It enters only in `site_weight`, as the condition that P′(E) is nonzero. There the sites are `Fin (m + 1)`, counted from 0, and `r.succAbove` lists the sites other than `r`. A single site is allowed: the deleted system is then empty, its polynomial is 1, and the weight is 1.

Two conventions matter when the formula is coded:

- `secular H E` is E·1 − H, whereas many texts write H − E·1. If both the determinant and the adjugate are built from H − E·1, the identity acquires a minus sign.
- The (r,s) entry of the adjugate is the signed minor with row s and column r removed. For complex H, swapping r and s conjugates the result.

The vector c is given, not constructed, and the products determine it only up to a sign or, in the complex case, a phase. The statements concern real and complex numbers, so they contain no bound on rounding. Close to a degeneracy P′(E) is small, and the quotient can be sensitive to errors in E.

The step from this model to a molecule is the replacement of its electrons by one effective one-electron matrix in a finite orthonormal basis. With overlapping basis functions the eigenvalue equation becomes Hc = ESc, where S is now the overlap matrix, and the theorems do not apply to it as they stand.
